# The symmetric split step of two skew-Hermitian matrices is unitary, with one-step error at most $C|h|^3$

Take a particle on two lattice sites, with hopping Hamiltonian $\sigma_x$ and site-energy Hamiltonian $\sigma_z$, where $\sigma_x,\sigma_z$ are Pauli matrices and $\hbar=1$. The generators of the evolution are $A=-i\sigma_x$ and $B=-i\sigma_z$. A symmetric split step of length $h$ is $S(h)=e^{hA/2}e^{hB}e^{hA/2}$. Since $\sigma_x$ and $\sigma_z$ anticommute, $e^{-ih\sigma_x/2}\,\sigma_z\,e^{-ih\sigma_x/2}=\sigma_z$, and I get

$$S(h)=\cos^2 h-i\sin h\cos h\,\sigma_x-i\sin h\,\sigma_z,$$
$$e^{h(A+B)}=\cos(\sqrt2\,h)-\tfrac{i}{\sqrt2}\sin(\sqrt2\,h)\,(\sigma_x+\sigma_z).$$

The squared coefficients of $S(h)$ sum to $\cos^4h+\sin^2h\cos^2h+\sin^2h=1$, so the step is unitary for every $h$. The two evolutions agree through order $h^2$ and first differ by $ih^3(\sigma_x/3-\sigma_z/6)$.

Do unitarity and the cubic error hold for any finite skew-Hermitian $A$ and $B$? And what survives when the potential step contains the Gross-Pitaevskii density term? I would like a complete proof, checked by Lean.

## Unitary factors and expansions that match through second order

Yes, both properties hold for all finite skew-Hermitian pairs. For the nonlinear step, the proof below gives conservation of particle number; the cubic error bound concerns the linear step.

**Unitarity.** Let $A^\dagger=-A$ and let $t$ be real. Then $(e^{tA})^\dagger=e^{tA^\dagger}=e^{-tA}$. Since $tA$ commutes with $-tA$, the product $e^{tA}e^{-tA}$ is $e^0=1$, so $e^{tA}$ is unitary. The same holds for $B$, and $S(h)$ is a product of three unitaries. For a state $\psi$ with site amplitudes $\psi_j$, the particle number is $N(\psi)=\sum_j|\psi_j|^2=\psi^\dagger\psi$, and a unitary $U$ gives
$$N(U\psi)=\psi^\dagger U^\dagger U\psi=N(\psi).$$

**Expansion of one exponential.** For any matrix $X$ and $|h|\le1$, the power series gives
$$\Big\|e^{hX}-1-hX-\tfrac{h^2}{2}X^2\Big\|\le\sum_{k\ge3}\frac{|h|^k\|X\|^k}{k!}\le|h|^3\,\|X\|^3e^{\|X\|}.$$

**Products of expansions.** Suppose $F=P+O(h^3)$ and $G=Q+O(h^3)$, with $P=1+ha+h^2b$ and $Q=1+hc+h^2d$. Then
$$FG=PQ+(F-P)G+P(G-Q).$$
The last two terms are $O(h^3)$, because $G$ and $P$ are bounded near zero. Also
$$PQ=1+h(a+c)+h^2(b+ac+d)+h^3(ad+bc)+h^4bd.$$
So $FG$ has first-order coefficient $a+c$ and second-order coefficient $b+ac+d$.

**The split step.** The factor $e^{hA/2}$ has coefficients $A/2$ and $A^2/8$, and $e^{hB}$ has $B$ and $B^2/2$. Their product has
$$\tfrac12A+B,\qquad \tfrac18A^2+\tfrac12AB+\tfrac12B^2.$$
Multiplying by $e^{hA/2}$ on the right makes the first coefficient $A+B$ and the second
$$\tfrac18A^2+\tfrac12AB+\tfrac12B^2+\big(\tfrac12A+B\big)\tfrac12A+\tfrac18A^2=\tfrac12(A+B)^2.$$
These are the coefficients of $e^{h(A+B)}$. Hence there are $C_0$ and $\delta>0$ with $\|S(h)-e^{h(A+B)}\|\le C_0|h|^3$ for $|h|<\delta$.

**All real steps.** The matrix $A+B$ is skew-Hermitian too, so both evolutions are unitary and have norm at most 1. For $|h|\ge\delta$ their difference is therefore at most $2\le(2/\delta^3)|h|^3$. The constant $C=\max(C_0,2/\delta^3)$ works for every real $h$.

**The density-dependent phase.** Let $V_j$ be a real site potential and $g$ a real contact-interaction strength. Put
$$\varphi_j(t)=e^{-it(V_j+g|\psi_j|^2)}\psi_j.$$
The phase has modulus 1, so $|\varphi_j(t)|=|\psi_j|$. Differentiating, and then replacing $|\psi_j|^2$ by the equal density $|\varphi_j(t)|^2$, gives
$$\dot\varphi_j=-i\big(V_j+g|\varphi_j|^2\big)\varphi_j.$$
The phase step thus solves its nonlinear equation exactly and conserves $N$. Placed between two unitary half steps $e^{hA/2}$, it gives a full step that conserves $N$.

```lean
import Mathlib

open Matrix Asymptotics Filter Topology
open NormedSpace (exp)
open scoped Matrix.Norms.L2Operator

namespace GrossPitaevskiiSplitStep

noncomputable section

variable {n : Type*} [Fintype n] [DecidableEq n]

/-- The symmetric split step `exp(hA/2) exp(hB) exp(hA/2)`. -/
def strangStep (A B : Matrix n n ℂ) (h : ℝ) : Matrix n n ℂ :=
  exp ((h / 2 : ℂ) • A) * exp ((h : ℂ) • B) * exp ((h / 2 : ℂ) • A)

/-- The particle number of a lattice wave function, the sum of its site densities. -/
def particleNumber (ψ : n → ℂ) : ℝ := ∑ j, ‖ψ j‖ ^ 2

/-- `F(h) = 1 + h a + h² b + O(h³)` as the real time step `h` tends to zero. -/
def HasJet (F : ℝ → Matrix n n ℂ) (a b : Matrix n n ℂ) : Prop :=
  (fun h : ℝ => F h - (1 + (h : ℂ) • a + (h : ℂ) ^ 2 • b)) =O[𝓝 0] fun h : ℝ => h ^ 3

/-- The density-dependent phase rotation by the potential `V` and the contact
interaction `g` during a time `h`. -/
def gpPhase (V : n → ℝ) (g h : ℝ) (ψ : n → ℂ) : n → ℂ := fun j =>
  Complex.exp (((-(h * (V j + g * ‖ψ j‖ ^ 2)) : ℝ) : ℂ) * Complex.I) * ψ j

/-- The nonlinear split step: half a step generated by `A`, a full density-dependent
phase rotation, and another half step generated by `A`. -/
def gpStep (A : Matrix n n ℂ) (V : n → ℝ) (g h : ℝ) (ψ : n → ℂ) : n → ℂ :=
  exp ((h / 2 : ℂ) • A) *ᵥ gpPhase V g h (exp ((h / 2 : ℂ) • A) *ᵥ ψ)

/-- A skew-Hermitian generator produces a unitary evolution at every real time. -/
theorem exp_skew_unitary {A : Matrix n n ℂ} (hA : Aᴴ = -A) (t : ℝ) :
    exp ((t : ℂ) • A) ∈ unitaryGroup n ℂ := by
  rw [mem_unitaryGroup_iff, star_eq_conjTranspose, ← Matrix.exp_conjTranspose,
    conjTranspose_smul, hA]
  have hs : star (t : ℂ) • (-A) = -((t : ℂ) • A) := by simp [Complex.conj_ofReal]
  have hc : Commute ((t : ℂ) • A) (-((t : ℂ) • A)) :=
    (Commute.refl ((t : ℂ) • A)).neg_right
  rw [hs, ← Matrix.exp_add_of_commute _ _ hc, add_neg_cancel,
    NormedSpace.exp_zero]

/-- A unitary matrix conserves the particle number of every state. -/
theorem particleNumber_unitary {U : Matrix n n ℂ} (hU : U ∈ unitaryGroup n ℂ)
    (ψ : n → ℂ) : particleNumber (U *ᵥ ψ) = particleNumber ψ := by
  have key : ∀ φ : n → ℂ, star φ ⬝ᵥ φ = (particleNumber φ : ℂ) := by
    intro φ
    simp only [dotProduct, particleNumber, Complex.ofReal_sum, Complex.ofReal_pow]
    exact Finset.sum_congr rfl fun j _ => Complex.conj_mul' (φ j)
  have hU' : Uᴴ * U = 1 := mem_unitaryGroup_iff'.mp hU
  have h : star (U *ᵥ ψ) ⬝ᵥ (U *ᵥ ψ) = star ψ ⬝ᵥ ψ := by
    rw [star_mulVec, Matrix.dotProduct_mulVec, vecMul_vecMul, hU', vecMul_one]
  rw [key, key] at h
  exact_mod_cast h

/-- The evolution generated by `X` is `1 + hX + h²X²/2` up to an error of third order. -/
theorem jet_exp (X : Matrix n n ℂ) :
    HasJet (fun h : ℝ => exp ((h : ℂ) • X)) X ((1 / 2 : ℂ) • X ^ 2) := by
  have : CompleteSpace (Matrix n n ℂ) := FiniteDimensional.complete ℂ _
  have hs : HasFPowerSeriesAt (exp : Matrix n n ℂ → Matrix n n ℂ)
      (NormedSpace.expSeries ℂ (Matrix n n ℂ)) 0 := NormedSpace.exp_hasFPowerSeriesAt_zero
  have ht : Tendsto (fun h : ℝ => (h : ℂ) • X) (𝓝 0) (𝓝 0) := by
    have hc : Continuous (fun h : ℝ => (h : ℂ) • X) :=
      Complex.continuous_ofReal.smul continuous_const
    simpa using hc.tendsto 0
  have h1 := (hs.isBigO_sub_partialSum_pow 3).comp_tendsto ht
  have h2 : (fun h : ℝ => ‖(h : ℂ) • X‖ ^ 3) =O[𝓝 0] fun h : ℝ => h ^ 3 := by
    refine IsBigO.of_bound (‖X‖ ^ 3) (Eventually.of_forall fun h => ?_)
    simp only [norm_pow, norm_smul, norm_mul, norm_norm, Complex.norm_real]
    exact le_of_eq (by ring)
  unfold HasJet
  refine (h1.trans h2).congr_left fun h => ?_
  -- the partial sum of the exponential series, written out
  simp only [Function.comp_apply, zero_add, FormalMultilinearSeries.partialSum,
    Finset.sum_range_succ, Finset.sum_range_zero, NormedSpace.expSeries_apply_eq,
    smul_pow, pow_zero, pow_one, Nat.factorial]
  push_cast
  module

/-- Second-order expansions of two evolutions multiply to that of their product. -/
theorem jet_mul {F G : ℝ → Matrix n n ℂ} {a b c d : Matrix n n ℂ}
    (hF : HasJet F a b) (hG : HasJet G c d) :
    HasJet (fun h => F h * G h) (a + c) (b + a * c + d) := by
  unfold HasJet at *
  have hpoly : ∀ x y z : Matrix n n ℂ,
      (fun h : ℝ => x + (h : ℂ) • y + (h : ℂ) ^ 2 • z) =O[𝓝 0] fun _ => (1 : ℝ) := by
    intro x y z
    have hc : Continuous (fun h : ℝ => x + (h : ℂ) • y + (h : ℂ) ^ 2 • z) :=
      (continuous_const.add (Complex.continuous_ofReal.smul continuous_const)).add
        ((Complex.continuous_ofReal.pow 2).smul continuous_const)
    exact (hc.tendsto 0).isBigO_one ℝ
  have h3 : (fun h : ℝ => h ^ 3) =O[𝓝 0] fun _ => (1 : ℝ) :=
    ((continuous_pow 3).tendsto (0 : ℝ)).isBigO_one ℝ
  have hG1 : G =O[𝓝 0] fun _ => (1 : ℝ) :=
    ((hG.trans h3).add (hpoly 1 c d)).congr_left fun h => sub_add_cancel _ _
  have hc : (fun h : ℝ => (h : ℂ) ^ 3) =O[𝓝 0] fun h : ℝ => h ^ 3 :=
    IsBigO.of_bound 1 (Eventually.of_forall fun h => by simp)
  have e1 := hF.mul hG1
  have e2 := (hpoly 1 a b).mul hG
  have e3 := hc.smul (hpoly (a * d + b * c) (b * d) 0)
  simp only [mul_one, one_mul, smul_eq_mul] at e1 e2 e3
  refine ((e1.add e2).add e3).congr_left fun h => ?_
  simp only [mul_add, add_mul, mul_sub, sub_mul, smul_mul_assoc, mul_smul_comm,
    mul_one, one_mul, smul_add, smul_smul, smul_zero]
  module

/-- For any two matrices, the split step and the evolution generated by `A + B`
differ by `O(h³)` as `h` tends to zero. -/
theorem strang_local_error (A B : Matrix n n ℂ) :
    (fun h : ℝ => strangStep A B h - exp ((h : ℂ) • (A + B))) =O[𝓝 0]
      fun h : ℝ => h ^ 3 := by
  have s : ∀ h : ℝ, (h : ℂ) • ((1 / 2 : ℂ) • A) = (h / 2 : ℂ) • A := by
    intro h
    module
  have hA := jet_exp ((1 / 2 : ℂ) • A)
  have hE := jet_exp (A + B)
  -- the expansions agree through second order
  have hS : HasJet (strangStep A B) (A + B) ((1 / 2 : ℂ) • (A + B) ^ 2) := by
    convert jet_mul (jet_mul hA (jet_exp B)) hA using 1
    · funext h
      simp only [strangStep, s]
    · module
    · simp only [pow_two, mul_add, add_mul, smul_mul_assoc, mul_smul_comm, smul_smul,
        smul_add]
      module
  unfold HasJet at hS hE
  exact (hS.sub hE).congr_left fun h => sub_sub_sub_cancel_right _ _ _

/-- For skew-Hermitian `A` and `B` the split step is unitary and conserves the particle
number at every real `h`, and its operator-norm distance from the evolution generated
by `A + B` is at most `C|h|³`, with one constant `C` for all real `h`. -/
theorem strang_unitary_and_accurate {A B : Matrix n n ℂ} (hA : Aᴴ = -A) (hB : Bᴴ = -B) :
    (∀ h : ℝ, strangStep A B h ∈ unitaryGroup n ℂ ∧
      ∀ ψ, particleNumber (strangStep A B h *ᵥ ψ) = particleNumber ψ) ∧
    ∃ C : ℝ, ∀ h : ℝ, ‖strangStep A B h - exp ((h : ℂ) • (A + B))‖ ≤ C * |h| ^ 3 := by
  have hU : ∀ h : ℝ, strangStep A B h ∈ unitaryGroup n ℂ := by
    intro h
    have hh := exp_skew_unitary hA (h / 2)
    rw [Complex.ofReal_div, Complex.ofReal_ofNat] at hh
    exact mul_mem (mul_mem hh (exp_skew_unitary hB h)) hh
  refine ⟨fun h => ⟨hU h, particleNumber_unitary (hU h)⟩, ?_⟩
  have hAB : (A + B)ᴴ = -(A + B) := by
    rw [conjTranspose_add, hA, hB]
    abel
  have hn : ∀ U ∈ unitaryGroup n ℂ, ‖U‖ ≤ 1 := by
    intro U hU
    rcases subsingleton_or_nontrivial (Matrix n n ℂ) with _ | _
    · rw [Subsingleton.elim U 0, norm_zero]
      exact zero_le_one
    · exact (CStarRing.norm_of_mem_unitary hU).le
  obtain ⟨C, hC⟩ := (strang_local_error A B).bound
  obtain ⟨δ, hδ, hb⟩ := Metric.eventually_nhds_iff.mp hC
  refine ⟨max C (2 / δ ^ 3), fun h => ?_⟩
  by_cases hh : |h| < δ
  · have h1 := hb (y := h) (by simpa [Real.dist_eq] using hh)
    rw [norm_pow, Real.norm_eq_abs] at h1
    exact h1.trans (mul_le_mul_of_nonneg_right (le_max_left _ _) (by positivity))
  · -- away from zero, two unitaries are never further apart than 2
    have h2 := norm_sub_le (strangStep A B h) (exp ((h : ℂ) • (A + B)))
    have h3 := hn _ (hU h)
    have h4 := hn _ (exp_skew_unitary hAB h)
    calc ‖strangStep A B h - exp ((h : ℂ) • (A + B))‖ ≤ 2 := by linarith
      _ = 2 / δ ^ 3 * δ ^ 3 := by field_simp
      _ ≤ max C (2 / δ ^ 3) * |h| ^ 3 :=
        mul_le_mul (le_max_right _ _) (pow_le_pow_left₀ hδ.le (not_lt.mp hh) 3)
          (by positivity) (le_max_of_le_right (by positivity))

omit [Fintype n] [DecidableEq n] in
/-- The phase rotation keeps every site density and solves exactly the local equation
`dψ_j/dt = -i (V_j + g|ψ_j|²) ψ_j`. -/
theorem gpPhase_exact (V : n → ℝ) (g t : ℝ) (ψ : n → ℂ) (j : n) :
    ‖gpPhase V g t ψ j‖ = ‖ψ j‖ ∧
    HasDerivAt (fun s : ℝ => gpPhase V g s ψ j)
      (-Complex.I * (V j + g * (‖gpPhase V g t ψ j‖ : ℂ) ^ 2) * gpPhase V g t ψ j) t := by
  have hd : ‖gpPhase V g t ψ j‖ = ‖ψ j‖ := by
    simp only [gpPhase, norm_mul, Complex.norm_exp_ofReal_mul_I, one_mul]
  refine ⟨hd, ?_⟩
  rw [hd]
  have h0 : HasDerivAt (fun s : ℝ => -(s * (V j + g * ‖ψ j‖ ^ 2)))
      (-(V j + g * ‖ψ j‖ ^ 2)) t :=
    ((hasDerivAt_id' t).mul_const _).fun_neg.congr_deriv (by ring)
  exact (((h0.ofReal_comp.mul_const Complex.I).cexp).mul_const (ψ j)).congr_deriv (by
    simp only [gpPhase]
    push_cast
    ring)

/-- With a skew-Hermitian `A`, the nonlinear Gross-Pitaevskii split step conserves the
particle number for every real time step and interaction strength. -/
theorem gpStep_particleNumber {A : Matrix n n ℂ} (hA : Aᴴ = -A) (V : n → ℝ) (g h : ℝ)
    (ψ : n → ℂ) : particleNumber (gpStep A V g h ψ) = particleNumber ψ := by
  have hh := exp_skew_unitary hA (h / 2)
  rw [Complex.ofReal_div, Complex.ofReal_ofNat] at hh
  have hp : ∀ φ : n → ℂ, particleNumber (gpPhase V g h φ) = particleNumber φ := fun φ =>
    Finset.sum_congr rfl fun j _ => by rw [(gpPhase_exact V g h φ j).1]
  rw [gpStep, particleNumber_unitary hh, hp, particleNumber_unitary hh]

/-- The matrices `-iσₓ` and `-iσ_z` are skew-Hermitian and do not commute. -/
theorem pauli_witness :
    (!![0, -Complex.I; -Complex.I, 0])ᴴ = -!![0, -Complex.I; -Complex.I, 0] ∧
    (!![-Complex.I, 0; 0, Complex.I])ᴴ = -!![-Complex.I, 0; 0, Complex.I] ∧
    !![0, -Complex.I; -Complex.I, 0] * !![-Complex.I, 0; 0, Complex.I] ≠
      !![-Complex.I, 0; 0, Complex.I] * !![0, -Complex.I; -Complex.I, 0] := by
  refine ⟨?_, ?_, fun h => ?_⟩
  · ext i j
    fin_cases i <;> fin_cases j <;> simp [conjTranspose_apply]
  · ext i j
    fin_cases i <;> fin_cases j <;> simp [conjTranspose_apply]
  · have h01 := congrFun (congrFun h 0) 1
    norm_num [Matrix.mul_apply, Fin.sum_univ_two, Complex.ext_iff] at h01

end

end GrossPitaevskiiSplitStep
```

```lean
#print axioms GrossPitaevskiiSplitStep.strang_unitary_and_accurate
#print axioms GrossPitaevskiiSplitStep.gpStep_particleNumber
```

```
'GrossPitaevskiiSplitStep.strang_unitary_and_accurate' depends on axioms: [propext, Classical.choice, Quot.sound]
'GrossPitaevskiiSplitStep.gpStep_particleNumber' depends on axioms: [propext, Classical.choice, Quot.sound]
```

## What the theorems say about the lattice model

The index type `n` is the finite set of sites, not their number. A wave function is a map `ψ : n → ℂ`, and `particleNumber` is $\sum_j|\psi_j|^2$, with no normalisation to one. The generators are $A=-iH_A$ and $B=-iH_B$ for Hermitian $H_A$ and $H_B$, so the hypotheses `Aᴴ = -A` and `Bᴴ = -B` describe a closed system without loss or gain. The step `h` is real and may be negative.

The main theorem, `strang_unitary_and_accurate`, has two parts. For every real `h`, `strangStep A B h` is unitary and conserves the particle number of every state. There is also one real `C` such that the distance to `exp ((h : ℂ) • (A + B))` is at most `C * |h| ^ 3` for all real `h`. The norm is the operator norm belonging to the Euclidean norm on states, selected by `Matrix.Norms.L2Operator`. The constant may depend on `A` and `B`, and the theorem gives no formula for it.

This is an error bound for one step. Adding up the errors of successive unitary steps over a fixed total time leads to the familiar global error of order $h^2$, an argument that the file does not carry out.

`gpPhase_exact` states that the phase rotation keeps each site density and satisfies the local differential equation at every time `t`. `gpStep_particleNumber` states conservation for the full nonlinear step, in which the phase uses the densities present after the first half step. No error bound for `gpStep` is stated.

For split-step simulations of condensates on a finite lattice, this means that the mean-field step causes no drift in particle number through the splitting itself, when the exponentials are evaluated without rounding. Continuum space and time-dependent potentials are not treated.

Finally, `pauli_witness` confirms that the two-site matrices from the question are skew-Hermitian and do not commute, so the main theorem applies to a pair for which splitting is a real approximation.

## From the power series to a bound for every step

`exp_skew_unitary` moves the conjugate transpose inside the exponential and combines the two commuting exponents. `particleNumber_unitary` writes the particle number as `star φ ⬝ᵥ φ` and cancels `Uᴴ * U`.

The predicate `HasJet F a b` records the expansion $F(h)=1+ha+h^2b+O(h^3)$; the factor $1/2$ of the exponential series is part of `b`. `jet_exp` takes the remainder after three terms from Mathlib's power series for `exp` and substitutes $hX$, which tends to zero with $h$. In `jet_mul`, the estimates `e1`, `e2` and `e3` are the three error terms of the product: $(F-P)G$, $P(G-Q)$ and $h^3(ad+bc)+h^4bd$.

`strang_local_error` applies `jet_mul` twice. The `convert` step leaves the comparison of coefficients, which is settled by expanding $(A+B)^2$ without exchanging $A$ and $B$. Subtracting the two expansions leaves $O(h^3)$. Skew-Hermiticity plays no part here, so this lemma holds for any two complex matrices.

The main theorem extracts `C` and `δ` from that estimate and splits on `|h| < δ`. The first case uses the local bound, and the second uses the distance of at most 2 between unitaries. The bound `hn` on the norm of a unitary treats an empty lattice separately, since the identity matrix then has norm 0.

In `gpPhase_exact`, the equality of densities is proved first. Rewriting with it makes the frequency constant in time, and the chain rule then gives the derivative. `gpStep_particleNumber` applies conservation three times: for one half step, the phase rotation and the other half step.
